# Two eigenstates can be mixed to give any mean energy between their eigenvalues

Let `T` be a symmetric operator on a real or complex inner product space, for instance a Hamiltonian, with normalised eigenvectors `u` and `v` whose eigenvalues are `a < b`. For any `ρ` in `[a, b]`, the theorem `mixture_pollutes` superposes them with weights `(b - ρ)/(b - a)` on `u` and `(ρ - a)/(b - a)` on `v`, the coefficients being the square roots of these. It states that the mixture has norm 1 and mean energy `ρ`, and that the squared norm of `T x - ρ x`, which is the energy variance, equals `(ρ - a)(b - ρ)`. The proof gets the norm and the mean from the orthogonality of `u` and `v`, and the variance from the fact that `(T - b)(T - a)` sends the mixture to zero.

The first attempt, which Lean rejects:

```lean
import Mathlib

open Module.End

namespace SpectralPollution

noncomputable section

variable {𝕜 E : Type*} [RCLike 𝕜] [NormedAddCommGroup E] [InnerProductSpace 𝕜 E]

/-- The real part of `⟨x, T x⟩`. For a symmetric `T` and a normalised `x` this is the Rayleigh
quotient. -/
def rayleigh (T : E →ₗ[𝕜] E) (x : E) : ℝ := RCLike.re (inner 𝕜 x (T x))

/-- The residual vector `T x - s x` of the trial pair `(s, x)`. -/
def residual (T : E →ₗ[𝕜] E) (s : ℝ) (x : E) : E := T x - (s : 𝕜) • x

variable (𝕜) in
/-- The superposition of `u` and `v` whose coefficients are the square roots of `(b - ρ)/(b - a)`
and `(ρ - a)/(b - a)`. -/
def mixture (a b ρ : ℝ) (u v : E) : E :=
  ((√((b - ρ) / (b - a)) : ℝ) : 𝕜) • u + ((√((ρ - a) / (b - a)) : ℝ) : 𝕜) • v

/-- For a symmetric operator the shifted operator `T - s` can be moved across the
inner product. -/
theorem residual_symm {T : E →ₗ[𝕜] E} (hT : T.IsSymmetric) (s : ℝ) (x y : E) :
    inner 𝕜 (residual T s x) y = inner 𝕜 x (residual T s y) := by
  simp only [residual, inner_sub_left, inner_sub_right, inner_smul_left, inner_smul_right,
    RCLike.conj_ofReal, hT x y]

/-- For a normalised `x` with `ρ = re ⟨x, T x⟩`, the real part of the overlap of the residuals at
`a` and `b` is the squared residual at `ρ` minus `(ρ - a)(b - ρ)`. -/
theorem re_inner_residual (T : E →ₗ[𝕜] E) {x : E} (hx : ‖x‖ = 1) (a b : ℝ) :
    RCLike.re (inner 𝕜 (residual T a x) (residual T b x)) =
      ‖residual T (rayleigh T x) x‖ ^ 2 - (rayleigh T x - a) * (b - rayleigh T x) := by
  -- one expansion serves for both pairs of shifts
  have h : ∀ s t : ℝ, RCLike.re (inner 𝕜 (residual T s x) (residual T t x)) =
      ‖T x‖ ^ 2 - (s + t) * rayleigh T x + s * t := by
    intro s t
    have hsymm : RCLike.re (inner 𝕜 (T x) x) = RCLike.re (inner 𝕜 x (T x)) :=
      inner_re_symm (𝕜 := 𝕜) (T x) x
    simp only [residual, rayleigh, inner_sub_left, inner_sub_right, inner_smul_left,
      inner_smul_right, RCLike.conj_ofReal, map_sub, RCLike.re_ofReal_mul,
      inner_self_eq_norm_sq, hx, hsymm]
    ring
  have h2 := h (rayleigh T x) (rayleigh T x)
  rw [inner_self_eq_norm_sq] at h2
  linear_combination h a b - h2

/-- If `a < b` are eigenvalues of a symmetric `T` with normalised eigenvectors `u` and `v`, every
`ρ` in `[a, b]` is the Rayleigh quotient of their normalised mixture, whose squared residual is `(ρ
- a)(b - ρ)`. -/
theorem mixture_pollutes {T : E →ₗ[𝕜] E} (hT : T.IsSymmetric) {a b ρ : ℝ} (hab : a < b)
    (ha : a ≤ ρ) (hb : ρ ≤ b) {u v : E} (hu : ‖u‖ = 1) (hv : ‖v‖ = 1)
    (hTu : T u = (a : 𝕜) • u) (hTv : T v = (b : 𝕜) • v) :
    ‖mixture 𝕜 a b ρ u v‖ = 1 ∧ rayleigh T (mixture 𝕜 a b ρ u v) = ρ ∧
      ‖residual T ρ (mixture 𝕜 a b ρ u v)‖ ^ 2 = (ρ - a) * (b - ρ) := by
  have hne : b - a ≠ 0 := by linarith [sub_pos.mpr hab] |> fun h => (sub_pos.mpr hab).ne'
  -- eigenvectors of different eigenvalues are orthogonal
  have huv : inner 𝕜 u v = 0 := by
    have h := hT u v
    rw [hTu, hTv, inner_smul_left, inner_smul_right, RCLike.conj_ofReal] at h
    have h2 : ((b - a : ℝ) : 𝕜) * inner 𝕜 u v = 0 := by
      push_cast
      linear_combination -h
    exact (mul_eq_zero.mp h2).resolve_left (by exact_mod_cast hne)
  have hvu : inner 𝕜 v u = 0 := by rw [← inner_conj_symm, huv, map_zero]
  have hc : √((b - ρ) / (b - a)) ^ 2 * (b - a) = b - ρ := by
    rw [Real.sq_sqrt (div_nonneg (by linarith) (by linarith)), div_mul_cancel₀ _ hne]
  have hs : √((ρ - a) / (b - a)) ^ 2 * (b - a) = ρ - a := by
    rw [Real.sq_sqrt (div_nonneg (by linarith) (by linarith)), div_mul_cancel₀ _ hne]
  unfold mixture
  generalize √((b - ρ) / (b - a)) = c at hc ⊢
  generalize √((ρ - a) / (b - a)) = s at hs ⊢
  have key : ∀ p q : ℝ, RCLike.re (inner 𝕜 ((c : 𝕜) • u + (s : 𝕜) • v)
      ((p : 𝕜) • u + (q : 𝕜) • v)) = c * p + s * q := by
    intro p q
    simp only [inner_add_left, inner_add_right, inner_smul_left, inner_smul_right, huv, hvu,
      RCLike.conj_ofReal, mul_zero, add_zero, zero_add, map_add, RCLike.re_ofReal_mul,
      inner_self_eq_norm_sq, hu, hv]
    ring
  have hnorm : ‖(c : 𝕜) • u + (s : 𝕜) • v‖ = 1 := by
    refine (pow_eq_one_iff_of_nonneg (norm_nonneg _) two_ne_zero).mp ?_
    rw [← inner_self_eq_norm_sq (𝕜 := 𝕜), key]
    apply mul_right_cancel₀ hne
    linear_combination hc + hs
  have hray : rayleigh T ((c : 𝕜) • u + (s : 𝕜) • v) = ρ := by
    have hTx : T ((c : 𝕜) • u + (s : 𝕜) • v) =
        ((c * a : ℝ) : 𝕜) • u + ((s * b : ℝ) : 𝕜) • v := by
      simp only [map_add, map_smul, hTu, hTv, smul_smul, RCLike.ofReal_mul]
    rw [rayleigh, hTx, key]
    apply mul_right_cancel₀ hne
    linear_combination a * hc + b * hs
  -- the mixture is annihilated by (T - b)(T - a)
  have h0 : residual T b (residual T a ((c : 𝕜) • u + (s : 𝕜) • v)) = 0 := by
    simp only [residual, map_add, map_sub, map_smul, hTu, hTv]
    module
  refine ⟨hnorm, hray, ?_⟩
  have e := re_inner_residual T hnorm a b
  rw [← residual_symm hT b, h0, inner_zero_left, map_zero, hray] at e
  linarith

end

end SpectralPollution
```

The compiler's answer:

```
Main.lean:58:29: error: linarith failed to find a contradiction
𝕜 : Type u_1
E : Type u_2
inst✝² : RCLike 𝕜
inst✝¹ : NormedAddCommGroup E
inst✝ : InnerProductSpace 𝕜 E
T : E →ₗ[𝕜] E
hT : T.IsSymmetric
a b ρ : ℝ
hab : a < b
ha : a ≤ ρ
hb : ρ ≤ b
u v : E
hu : ‖u‖ = 1
hv : ‖v‖ = 1
hTu : T u = ↑a • u
hTv : T v = ↑b • v
⊢ False
failed
Main.lean:57:70: error: unsolved goals
𝕜 : Type u_1
E : Type u_2
inst✝² : RCLike 𝕜
inst✝¹ : NormedAddCommGroup E
inst✝ : InnerProductSpace 𝕜 E
T : E →ₗ[𝕜] E
hT : T.IsSymmetric
a b ρ : ℝ
hab : a < b
ha : a ≤ ρ
hb : ρ ≤ b
u v : E
hu : ‖u‖ = 1
hv : ‖v‖ = 1
hTu : T u = ↑a • u
hTv : T v = ↑b • v
⊢ ‖mixture 𝕜 a b ρ u v‖ = 1 ∧
    rayleigh T (mixture 𝕜 a b ρ u v) = ρ ∧ ‖residual T ρ (mixture 𝕜 a b ρ u v)‖ ^ 2 = (ρ - a) * (b - ρ)
```

Both errors come from the line proving `hne : b - a ≠ 0`. There `|>` passes the result of `by linarith [sub_pos.mpr hab]` to a function that ignores its argument `h`. Nothing says what `h` should state, so `linarith` has no inequality to prove and can only look for a contradiction among the hypotheses, which is the goal `False` in the first message. There is none to find, since `a < b`, `a ≤ ρ`, `ρ ≤ b` and the supplied fact `0 < b - a` are all consistent.

The second message shows the theorem's whole goal still open, with no `hne` in the context. It is a consequence of the same line, and needs no change of its own.

The body of the function, `(sub_pos.mpr hab).ne'`, was already a complete proof: `sub_pos.mpr hab` gives `0 < b - a`, and `.ne'` turns that into `b - a ≠ 0`. The repair keeps this term and drops the `linarith` call and the function around it.

The change, after which it compiles:

```diff
@@ -56,5 +56,5 @@
     ‖mixture 𝕜 a b ρ u v‖ = 1 ∧ rayleigh T (mixture 𝕜 a b ρ u v) = ρ ∧
       ‖residual T ρ (mixture 𝕜 a b ρ u v)‖ ^ 2 = (ρ - a) * (b - ρ) := by
-  have hne : b - a ≠ 0 := by linarith [sub_pos.mpr hab] |> fun h => (sub_pos.mpr hab).ne'
+  have hne : b - a ≠ 0 := (sub_pos.mpr hab).ne'
   -- eigenvectors of different eigenvalues are orthogonal
   have huv : inner 𝕜 u v = 0 := by
```
